# The Z ln Z term in the integral of c ln r_s over a scaled atomic density

Spread one electron uniformly over a ball of radius R. The Wigner–Seitz radius r_s is the radius of the sphere that holds one electron on average, so here r_s = R. Now multiply the density by Z² and shrink the ball's radius by the factor Z^(1/3). The volume falls by a factor Z, the ball holds Z electrons, and r_s becomes R Z^(−2/3). If each electron contributes c ln r_s, with c a constant, the total is

Z c ln(R Z^(−2/3)) = −(2c/3) Z ln Z + (c ln R) Z.

The shape of the density enters only the term linear in Z. The same holds for a profile ρ that is positive on (0,∞), holds one electron, and has r²ρ ln ρ integrable. The ball vanishes beyond its radius, so it illustrates the mechanism without being an instance of the theorem.

```lean
import Mathlib

open MeasureTheory Set Filter Topology Real

namespace LargeZCorrelation

noncomputable section
```

## The scaled density and its logarithmic energy

Thomas–Fermi theory gives neutral atoms of nuclear charge Z a common density profile, with lengths that shrink as Z^(−1/3):

ρ_Z(r) = Z² ρ(Z^(1/3) r).

In the code Z is any positive real number and ρ is a function of the radius. The profile need not solve the Thomas–Fermi equation.

```lean
/-- The density `Z² ρ(Z^(1/3) r)` obtained from a universal profile `ρ`. -/
def scaled (ρ : ℝ → ℝ) (Z r : ℝ) : ℝ := Z ^ 2 * ρ (Z ^ ((1 : ℝ) / 3) * r)
```

For an electron gas of density n, the condition (4π/3) r_s³ n = 1 gives

r_s = (3/(4πn))^(1/3).

Lengths are in Bohr radii, so r_s is a pure number and its logarithm makes sense.

```lean
/-- The Wigner-Seitz radius `r_s` of an electron gas of density `n`. -/
def wignerSeitz (n : ℝ) : ℝ := (3 / (4 * π * n)) ^ ((1 : ℝ) / 3)
```

The correlation energy per electron of the unpolarised uniform gas begins, at high density, with c ln r_s, where in hartree

c = (1 − ln 2)/π².

This constant is put in by definition. It stands for the effect of screening on the long-range Coulomb interaction in the gas; the many-body calculation behind it is not part of the proof.

```lean
/-- The coefficient `c = (1 - ln 2)/π²` of `ln r_s`. -/
def gasCoeff : ℝ := (1 - Real.log 2) / π ^ 2
```

The local density approximation assigns to each electron the correlation energy per electron of a uniform gas with the density found where it sits. Here only the logarithmic term of that energy is kept. A spherical shell of radius r then contributes, per unit thickness,

4πr² n(r) c ln r_s(n(r)).

```lean
/-- The radial integrand `4πr² n(r) c ln r_s(r)` for a spherical density `n`. -/
def energyIntegrand (n : ℝ → ℝ) (r : ℝ) : ℝ :=
  4 * π * r ^ 2 * (n r * (gasCoeff * Real.log (wignerSeitz (n r))))
```

The total is the integral over all radii, a Lebesgue integral over (0,∞), which Lean writes as `Ioi (0 : ℝ)`.

```lean
/-- The integral of `c ln r_s` per electron over a spherical density `n`. -/
def logEnergy (n : ℝ → ℝ) : ℝ := ∫ r in Ioi (0 : ℝ), energyIntegrand n r
```

The coefficient of the linear term will turn out to be

B = (c/3) [ln(3/(4π)) − ∫ 4πr² ρ ln ρ dr].

Its definition takes only the profile as an argument, which is how the code expresses that B is independent of Z.

```lean
/-- The coefficient `B` of the term linear in `Z`, computed from the profile `ρ` alone. -/
def linearCoeff (ρ : ℝ → ℝ) : ℝ :=
  gasCoeff / 3 * (Real.log (3 / (4 * π)) -
    ∫ r in Ioi (0 : ℝ), 4 * π * r ^ 2 * (ρ r * Real.log (ρ r)))
```

## Changing the length scale

Write a = Z^(1/3), so that a³ = Z.

```lean
lemma cube_root {Z : ℝ} (hZ : 0 < Z) : (Z ^ ((1 : ℝ) / 3)) ^ 3 = Z := by
  rw [← Real.rpow_natCast, ← Real.rpow_mul hZ.le]
  norm_num
```

Let g be any function of the radius, scaled in the same way as the density. Since Z² = a⁶,

4πr² Z² g(ar) = a⁴ · 4π(ar)² g(ar).

The proof replaces Z by a³ and leaves a polynomial identity.

```lean
lemma shell_pointwise (g : ℝ → ℝ) {Z : ℝ} (hZ : 0 < Z) (r : ℝ) :
    4 * π * r ^ 2 * scaled g Z r = (Z ^ ((1 : ℝ) / 3)) ^ 4 *
      (4 * π * (Z ^ ((1 : ℝ) / 3) * r) ^ 2 * g (Z ^ ((1 : ℝ) / 3) * r)) := by
  have h3 := cube_root hZ
  unfold scaled
  generalize Z ^ ((1 : ℝ) / 3) = a at h3 ⊢
  subst h3
  ring
```

Substitute x = ar, with dr = dx/a. The prefactor becomes a⁴/a = a³ = Z:

∫ 4πr² Z² g(ar) dr = Z ∫ 4πx² g(x) dx.

For g = ρ, with ρ normalised to one electron, this says that the scaled density holds Z electrons.

```lean
/-- The scaled profile integrates over all space to `Z` times the integral of the profile. -/
theorem shell_integral (g : ℝ → ℝ) {Z : ℝ} (hZ : 0 < Z) :
    ∫ r in Ioi (0 : ℝ), 4 * π * r ^ 2 * scaled g Z r =
      Z * ∫ r in Ioi (0 : ℝ), 4 * π * r ^ 2 * g r := by
  have ha : 0 < Z ^ ((1 : ℝ) / 3) := Real.rpow_pos_of_pos hZ _
  have key : ∀ a : ℝ, 0 < a → a ^ 4 * a⁻¹ = a ^ 3 := by
    intro a ha
    field_simp
  -- substitute x = Z^(1/3) r
  have h := integral_comp_mul_left_Ioi (fun x : ℝ => 4 * π * x ^ 2 * g x) 0 ha
  simp only [mul_zero, smul_eq_mul] at h
  simp_rw [shell_pointwise g hZ]
  rw [integral_const_mul, h, ← mul_assoc, key _ ha, cube_root hZ]
```

The same substitution carries integrability from g to its scaled version.

```lean
/-- Scaling a profile preserves its integrability over all space. -/
theorem shell_integrable (g : ℝ → ℝ) {Z : ℝ} (hZ : 0 < Z)
    (hg : IntegrableOn (fun r => 4 * π * r ^ 2 * g r) (Ioi 0)) :
    IntegrableOn (fun r => 4 * π * r ^ 2 * scaled g Z r) (Ioi 0) := by
  have ha : 0 < Z ^ ((1 : ℝ) / 3) := Real.rpow_pos_of_pos hZ _
  have h := (integrableOn_Ioi_comp_mul_left_iff
    (fun x : ℝ => 4 * π * x ^ 2 * g x) 0 ha).2 (by rw [mul_zero]; exact hg)
  simp_rw [shell_pointwise g hZ]
  exact Integrable.const_mul h _
```

## The shift of ln r_s

For n > 0,

r_s(Z²n)³ = (3/(4π)) / (Z²n),

and taking logarithms gives

ln r_s(Z²n) = [ln(3/(4π)) − ln n − 2 ln Z]/3.

The last term is the shift −(2/3) ln Z seen in the ball. It is the same at every point of the atom. Positivity of n is what allows the logarithm to be split.

```lean
/-- For positive `Z` and `n`, `ln r_s` at density `Z² n` is `(ln(3/(4π)) - ln n - 2 ln Z)/3`. -/
theorem log_wignerSeitz {Z n : ℝ} (hZ : 0 < Z) (hn : 0 < n) :
    Real.log (wignerSeitz (Z ^ 2 * n)) =
      (Real.log (3 / (4 * π)) - Real.log n - 2 * Real.log Z) / 3 := by
  have h0 : 0 < 3 / (4 * π * (Z ^ 2 * n)) := by positivity
  have h1 : 3 / (4 * π) ≠ 0 := by positivity
  have h2 : Z ^ 2 ≠ 0 := by positivity
  have h3 : 3 / (4 * π * (Z ^ 2 * n)) = 3 / (4 * π) / (Z ^ 2 * n) := by
    rw [div_div]
  unfold wignerSeitz
  rw [Real.log_rpow h0, h3, Real.log_div h1 (mul_ne_zero h2 hn.ne'),
    Real.log_mul h2 hn.ne', Real.log_pow]
  push_cast
  ring
```

## The exact integral

Insert this shift into the energy of the scaled density. The integrand becomes 4πr² Z² g(ar), with

g(x) = (c/3) ρ(x) [ln(3/(4π)) − ln ρ(x) − 2 ln Z].

By the change of scale, the energy is Z ∫ 4πx² g(x) dx. Using ∫ 4πx²ρ dx = 1 and splitting the integral,

Z {(c/3)[ln(3/(4π)) − 2 ln Z] − (c/3) ∫ 4πx² ρ ln ρ dx} = −(2c/3) Z ln Z + BZ.

The theorem has three hypotheses on the profile: `hpos` is positivity at every r > 0, `hnorm` is normalisation to one electron, and `hlog` is integrability of r²ρ ln ρ. The conclusion has two parts: the energy integrand is integrable, and the integral has the stated value. The equality is exact for every Z > 0, not only asymptotic.

In the proof, `hpt` identifies the energy integrand with the scaled g, and `hsplit` separates g into the part proportional to ρ and the part proportional to ρ ln ρ. Integrability of 4πr²ρ needs no separate hypothesis: Lean gives a non-integrable function the integral 0, so an integral equal to 1 already implies it.

```lean
/-- For a positive normalised profile with `r² ρ ln ρ` integrable, the integral of `c ln r_s`
over the scaled density converges and equals `-(2c/3) Z ln Z + B Z`. -/
theorem logEnergy_scaled {ρ : ℝ → ℝ} (hpos : ∀ r, 0 < r → 0 < ρ r)
    (hnorm : ∫ r in Ioi (0 : ℝ), 4 * π * r ^ 2 * ρ r = 1)
    (hlog : IntegrableOn (fun r => r ^ 2 * ρ r * Real.log (ρ r)) (Ioi 0))
    {Z : ℝ} (hZ : 0 < Z) :
    IntegrableOn (energyIntegrand (scaled ρ Z)) (Ioi 0) ∧
      logEnergy (scaled ρ Z) =
        -(2 * gasCoeff / 3) * (Z * Real.log Z) + linearCoeff ρ * Z := by
  -- a non-zero integral can only come from an integrable function
  have h1 : IntegrableOn (fun r => 4 * π * r ^ 2 * ρ r) (Ioi 0) := by
    by_contra h
    rw [integral_undef h] at hnorm
    exact zero_ne_one hnorm
  have h2 : IntegrableOn (fun r => 4 * π * r ^ 2 * (ρ r * Real.log (ρ r))) (Ioi 0) := by
    refine (Integrable.const_mul hlog (4 * π)).congr (Eventually.of_forall fun r => ?_)
    simp only
    ring
  obtain ⟨g, hg⟩ : ∃ g : ℝ → ℝ, g = fun x => ρ x * (gasCoeff *
    ((Real.log (3 / (4 * π)) - Real.log (ρ x) - 2 * Real.log Z) / 3)) := ⟨_, rfl⟩
  -- the integrand is itself a scaled profile
  have hpt : EqOn (fun r => 4 * π * r ^ 2 * scaled g Z r)
      (energyIntegrand (scaled ρ Z)) (Ioi 0) := by
    intro r hr
    have hr' : 0 < Z ^ ((1 : ℝ) / 3) * r := mul_pos (Real.rpow_pos_of_pos hZ _) hr
    simp only [energyIntegrand, scaled, hg]
    rw [log_wignerSeitz hZ (hpos _ hr')]
    ring
  have hsplit : (fun r => 4 * π * r ^ 2 * g r) = fun r =>
      gasCoeff * (Real.log (3 / (4 * π)) - 2 * Real.log Z) / 3 * (4 * π * r ^ 2 * ρ r) -
        gasCoeff / 3 * (4 * π * r ^ 2 * (ρ r * Real.log (ρ r))) := by
    funext r
    simp only [hg]
    ring
  have hgi : IntegrableOn (fun r => 4 * π * r ^ 2 * g r) (Ioi 0) := by
    rw [hsplit]
    exact Integrable.sub (Integrable.const_mul h1 _) (Integrable.const_mul h2 _)
  refine ⟨(shell_integrable g hZ hgi).congr_fun hpt measurableSet_Ioi, ?_⟩
  unfold logEnergy
  rw [← setIntegral_congr_fun measurableSet_Ioi hpt, shell_integral g hZ, hsplit,
    integral_sub (Integrable.const_mul h1 _) (Integrable.const_mul h2 _),
    integral_const_mul, integral_const_mul, hnorm]
  unfold linearCoeff
  ring
```

The integrability of r²ρ ln ρ does real work. Take

ρ(r) = K / [(r + e)³ ln²(r + e)],

with e the base of natural logarithms and K > 0 chosen to normalise ρ. At large r, r²ρ behaves as K/(r ln² r), which is integrable, so the profile holds one electron. But ln ρ behaves as −3 ln r, so r²ρ ln ρ behaves as −3K/(r ln r), whose integral diverges like ln ln r. In this dilute tail ln r_s grows as ln r, and the energy integral diverges to +∞ for every Z. This tail estimate is an ordinary asymptotic argument, not one of the theorems in the code.

## Large Z and the size of the coefficient

For Z > 1, dividing the exact result by Z ln Z gives

−2c/3 + B/ln Z,

which tends to −2c/3 as Z → ∞. Unless B = 0, the approach is only logarithmic, and the linear term remains visible at large Z. The proof establishes the limit of this simpler expression and then transfers it to the energy ratio, since the two agree for Z > 1.

```lean
/-- For a positive normalised profile with `r² ρ ln ρ` integrable, the integral of `c ln r_s` over
the scaled density, divided by `Z ln Z`, tends to `-2c/3` as `Z` tends to infinity. -/
theorem logEnergy_limit {ρ : ℝ → ℝ} (hpos : ∀ r, 0 < r → 0 < ρ r)
    (hnorm : ∫ r in Ioi (0 : ℝ), 4 * π * r ^ 2 * ρ r = 1)
    (hlog : IntegrableOn (fun r => r ^ 2 * ρ r * Real.log (ρ r)) (Ioi 0)) :
    Tendsto (fun Z => logEnergy (scaled ρ Z) / (Z * Real.log Z)) atTop
      (𝓝 (-(2 * gasCoeff / 3))) := by
  have h := ((tendsto_inv_atTop_zero.comp Real.tendsto_log_atTop).const_mul
    (linearCoeff ρ)).const_add (-(2 * gasCoeff / 3))
  rw [mul_zero, add_zero] at h
  refine h.congr' ?_
  filter_upwards [eventually_gt_atTop (1 : ℝ)] with Z hZ
  have hZ0 : 0 < Z := by linarith
  have hL : Real.log Z ≠ 0 := (Real.log_pos hZ).ne'
  rw [(logEnergy_scaled hpos hnorm hlog hZ0).2]
  simp only [Function.comp_apply]
  field_simp
```

For the numerical value, the proof uses 9.869 < π² < 9.87 and a nine-digit enclosure of ln 2. These give 0.03105 < c < 0.0312, and therefore

0.0207 < 2c/3 < 0.0208.

In electronic structure theory, −(2c/3) Z ln Z is the leading large-Z term that the local density approximation gives for the correlation energy of neutral atoms, here derived for a fixed scaled profile with only the logarithmic part of the gas energy. The constant term in the high-density gas energy would add to the coefficient of Z, so B is not the full linear coefficient of that approximation. The model also applies c ln r_s in the dilute outer region, where the high-density form is not accurate, and it leaves out shell structure and gradient corrections.

```lean
/-- The coefficient `2c/3` lies between 0.0207 and 0.0208. -/
theorem coefficient_bounds :
    0.0207 < 2 * gasCoeff / 3 ∧ 2 * gasCoeff / 3 < 0.0208 := by
  have l1 := Real.log_two_gt_d9
  have l2 := Real.log_two_lt_d9
  have p1 : 9.869 < π ^ 2 := by nlinarith [Real.pi_gt_d4]
  have p2 : π ^ 2 < 9.87 := by nlinarith [Real.pi_lt_d4, Real.pi_pos]
  have hp : 0 < π ^ 2 := by positivity
  have a1 : 0.03105 < gasCoeff := by
    unfold gasCoeff
    rw [lt_div_iff₀ hp]
    linarith
  have a2 : gasCoeff < 0.0312 := by
    unfold gasCoeff
    rw [div_lt_iff₀ hp]
    linarith
  constructor <;> linarith
```

## An exponential profile

A profile that meets all three hypotheses is

ρ(r) = e^(−r)/(8π).

It serves as an explicit example and is not the Thomas–Fermi density.

```lean
/-- The exponential profile `e^(-r)/(8π)`. -/
def expProfile (r : ℝ) : ℝ := Real.exp (-r) / (8 * π)
```

Its integrals reduce to the moments

∫ e^(−r) rⁿ dr = n!,

which the proof takes from the Gamma function, together with their convergence.

```lean
lemma exp_moment (n : ℕ) :
    IntegrableOn (fun x : ℝ => Real.exp (-x) * x ^ n) (Ioi 0) ∧
      ∫ x in Ioi (0 : ℝ), Real.exp (-x) * x ^ n = (n.factorial : ℝ) := by
  have hn : (0 : ℝ) < (n : ℝ) + 1 := by positivity
  have h1 := Real.GammaIntegral_convergent hn
  have h2 := Real.Gamma_eq_integral hn
  simp only [add_sub_cancel_right, Real.rpow_natCast] at h1 h2
  exact ⟨h1, by rw [← h2, Real.Gamma_nat_eq_factorial]⟩
```

The logarithm of the profile is linear in r:

ln ρ(r) = −r − ln(8π).

```lean
lemma log_expProfile (r : ℝ) : Real.log (expProfile r) = -r - Real.log (8 * π) := by
  have h : 8 * π ≠ 0 := by positivity
  rw [expProfile, Real.log_div (Real.exp_pos _).ne' h, Real.log_exp]
```

Positivity is immediate. The normalisation is

∫ 4πr² ρ dr = (1/2) ∫ e^(−r) r² dr = (1/2) · 2! = 1.

The third hypothesis follows because

r²ρ ln ρ = −[e^(−r) r³ + ln(8π) e^(−r) r²]/(8π)

is a combination of two convergent moments.

```lean
/-- The exponential profile is positive and normalised, and its `r² ρ ln ρ` is integrable. -/
theorem expProfile_witness : (∀ r, 0 < r → 0 < expProfile r) ∧
    ∫ r in Ioi (0 : ℝ), 4 * π * r ^ 2 * expProfile r = 1 ∧
    IntegrableOn (fun r => r ^ 2 * expProfile r * Real.log (expProfile r)) (Ioi 0) := by
  refine ⟨fun r _ => by unfold expProfile; positivity, ?_, ?_⟩
  · have h : (fun r => 4 * π * r ^ 2 * expProfile r) =
        fun r => 1 / 2 * (Real.exp (-r) * r ^ 2) := by
      funext r
      unfold expProfile
      field_simp
      ring
    rw [h, integral_const_mul, (exp_moment 2).2]
    norm_num [Nat.factorial]
  · have h : (fun r => r ^ 2 * expProfile r * Real.log (expProfile r)) = fun r =>
        -(1 / (8 * π)) * (Real.exp (-r) * r ^ 3) -
          Real.log (8 * π) / (8 * π) * (Real.exp (-r) * r ^ 2) := by
      funext r
      rw [log_expProfile, expProfile]
      ring
    rw [h]
    exact Integrable.sub (Integrable.const_mul (exp_moment 3).1 _)
      (Integrable.const_mul (exp_moment 2).1 _)
```

The same moments give

∫ 4πr² ρ ln ρ dr = −(1/2) · 3! − (1/2) ln(8π) · 2! = −3 − ln(8π).

Since (3/(4π)) · 8π = 6, the linear coefficient is

B = (c/3)[ln(3/(4π)) + 3 + ln(8π)] = c(1 + (ln 6)/3).

For this profile the energy is therefore −(2c/3) Z ln Z + c(1 + (ln 6)/3) Z, and at Z = 1 it equals B.

```lean
/-- For the exponential profile the linear coefficient is `B = c (1 + (ln 6)/3)`. -/
theorem linearCoeff_expProfile :
    linearCoeff expProfile = gasCoeff * (1 + Real.log 6 / 3) := by
  have h : (fun r => 4 * π * r ^ 2 * (expProfile r * Real.log (expProfile r))) = fun r =>
      -(1 / 2) * (Real.exp (-r) * r ^ 3) -
        Real.log (8 * π) / 2 * (Real.exp (-r) * r ^ 2) := by
    funext r
    rw [log_expProfile, expProfile]
    generalize Real.log (8 * π) = L
    field_simp
    ring
  have h6 : Real.log 6 = Real.log (3 / (4 * π)) + Real.log (8 * π) := by
    have e1 : 3 / (4 * π) ≠ 0 := by positivity
    have e2 : 8 * π ≠ 0 := by positivity
    rw [← Real.log_mul e1 e2]
    congr 1
    field_simp
    norm_num
  unfold linearCoeff
  rw [h, integral_sub (Integrable.const_mul (exp_moment 3).1 _)
    (Integrable.const_mul (exp_moment 2).1 _), integral_const_mul, integral_const_mul,
    (exp_moment 3).2, (exp_moment 2).2, h6]
  norm_num [Nat.factorial]
  ring

end

end LargeZCorrelation
```

```lean
#print axioms LargeZCorrelation.logEnergy_scaled
#print axioms LargeZCorrelation.logEnergy_limit
#print axioms LargeZCorrelation.coefficient_bounds
#print axioms LargeZCorrelation.linearCoeff_expProfile
```

```
'LargeZCorrelation.logEnergy_scaled' depends on axioms: [propext, Classical.choice, Quot.sound]
'LargeZCorrelation.logEnergy_limit' depends on axioms: [propext, Classical.choice, Quot.sound]
'LargeZCorrelation.coefficient_bounds' depends on axioms: [propext, Classical.choice, Quot.sound]
'LargeZCorrelation.linearCoeff_expProfile' depends on axioms: [propext, Classical.choice, Quot.sound]
```
